# Angular momentum ladder operators with $J_-^N=0$: $J_z$ is diagonalizable on $\ker J_+$

The usual treatment of the top of a ladder starts from a state that $J_+$ annihilates and that is also an eigenvector of $J_z$. Suppose I know only that $J_+w=0$. With several spins, $w$ could be a superposition of the top states of multiplets with different $j$, and then it has no single $m$ to put into the formulas. And if I use only the commutators, with no inner product and no Hermiticity, what stops $J_z$ from having a Jordan block on the states that $J_+$ annihilates?

## The eigenvalue is replaced by a polynomial in $J_z$

If $J_-^N=0$ for some $N$, there is no such Jordan block: the kernel of $J_+$ is spanned by eigenvectors of $J_z$, with eigenvalues among $0,\tfrac12,1,\dots,\tfrac{N-1}{2}$. This follows from an identity that needs only the ladder relations and $J_+w=0$:

$$J_+^N J_-^N w = N!\,P_N w,\qquad P_N=\prod_{i=0}^{N-1}(2J_z-i).$$

Here $N$ is a natural number, $\hbar=1$, and the relations are $[J_z,J_\pm]=\pm J_\pm$ and $[J_+,J_-]=2J_z$. The empty product $P_0$ is the identity.

For a finite set of $n$ spins 1/2, such as the spin part of an $n$-electron function, $J_-$ is a sum of $n$ commuting operators that each square to zero, so $J_-^{n+1}=0$. Every spin function annihilated by $J_+$ is then a combination of top states $|j,j\rangle$, possibly with different $j$. This concerns the spin algebra alone and says nothing about a Hamiltonian.

## From the commutators to the eigenvectors

**Moving $J_+$ to the right.** For every $n\ge 0$,

$$J_+J_-^{n+1}=J_-^{n+1}J_++(n+1)J_-^n(2J_z-n).$$

For $n=0$ this is the commutator $[J_+,J_-]=2J_z$. For the induction step, multiply by $J_-$ on the right:

$$J_+J_-^{n+2}=J_-^{n+1}J_+J_-+(n+1)J_-^n(2J_z-n)J_-.$$

Now $J_+J_-=J_-J_++2J_z$, and $J_zJ_-=J_-(J_z-1)$ gives $(2J_z-n)J_-=J_-(2J_z-n-2)$. The right-hand side becomes

$$J_-^{n+2}J_++J_-^{n+1}\bigl[2J_z+(n+1)(2J_z-n-2)\bigr],$$

and the bracket equals $(n+2)(2J_z-(n+1))$, as required.

**The product formula.** If $J_+w=0$, then $J_+J_zw=J_zJ_+w-J_+w=0$. So $J_z$ preserves $\ker J_+$, and $w'=(2J_z-N)w$ lies in it too. Apply the previous identity to the innermost $J_+$:

$$J_+^{N+1}J_-^{N+1}w=(N+1)\,J_+^NJ_-^N w'.$$

By induction this is $(N+1)\,N!\,P_N(2J_z-N)w=(N+1)!\,P_{N+1}w$. The case $N=0$ reads $w=w$.

**Splitting $w$.** Let $S_N$ be the span of the vectors $v$ with $J_+v=0$ and $J_zv=\tfrac i2v$ for some $i<N$. Suppose that $J_+w=0$ and $P_Nw=0$; then $w\in S_N$, by induction on $N$. For $N=0$, $P_0w=w=0$. For the step, let $P_{N+1}w=0$. Then $w'=(2J_z-N)w$ is in $\ker J_+$ and $P_Nw'=0$, so $w'\in S_N$.

On each spanning vector of $S_N$, the operator $2J_z-N$ multiplies by $i-N\neq0$. Dividing by these numbers gives a $y\in S_N$ with $(2J_z-N)y=w'$. The remainder $r=w-y$ satisfies $J_+r=0$ and $(2J_z-N)r=0$, that is, $J_zr=\tfrac N2r$. Hence $w=y+r\in S_{N+1}$.

**The converse and the kernel.** On a spanning vector with eigenvalue $i/2$ and $i<N$, the factor $2J_z-i$ of $P_N$ gives zero, so $P_N$ vanishes on $S_N$. Since $N!\neq0$, for $J_+w=0$ we have

$$J_+^NJ_-^Nw=0\iff w\in S_N.$$

If $J_-^N=0$, the left side holds for every $w\in\ker J_+$, and therefore $\ker J_+=S_N$.

**A small example.** Combine a spin 1/2 and a spin 0 as a direct sum, with basis $|\tfrac12,\tfrac12\rangle,|\tfrac12,-\tfrac12\rangle,|0,0\rangle$. The normalised vector $w=(1,0,1)/\sqrt2$ is annihilated by $J_+$ but has no definite $m$. It serves only as an algebraic check, since a superposition of half-integer and integer spin is not a physical state. For this $w$ and $N=1$, both sides of the product formula are $(1,0,0)/\sqrt2$; for $N=2$, both vanish. For two distinguishable spins 1/2, $(|1,1\rangle+|0,0\rangle)/\sqrt2$ is an admissible state that is also annihilated by $J_+$ and has no definite $m$.

## The Lean file

```lean
import Mathlib

open Module

namespace HighestWeightWithoutEigenvalue

noncomputable section

variable {V : Type*} [AddCommGroup V] [Module ℂ V] {Jz Jp Jm : End ℂ V}

/-- The ladder relations `[Jz, J+] = J+`, `[Jz, J-] = -J-` and `[J+, J-] = 2 Jz`
(in units of ħ). -/
structure Ladder (Jz Jp Jm : End ℂ V) : Prop where
  raise : Jz * Jp - Jp * Jz = Jp
  lower : Jz * Jm - Jm * Jz = -Jm
  comm : Jp * Jm - Jm * Jp = (2 : ℂ) • Jz

/-- The operator product `(2Jz - 0)(2Jz - 1) ⋯ (2Jz - (N-1))`. -/
def weightProduct (Jz : End ℂ V) (N : ℕ) : End ℂ V :=
  ((List.range N).map fun i : ℕ => (2 : ℂ) • Jz - (i : ℂ) • (1 : End ℂ V)).prod

/-- The span of the vectors annihilated by `J+` that satisfy `Jz v = (i/2) v` for some
natural number `i < N`. -/
def highestWeightSpan (Jz Jp : End ℂ V) (N : ℕ) : Submodule ℂ V :=
  Submodule.span ℂ {v | Jp v = 0 ∧ ∃ i : ℕ, i < N ∧ Jz v = ((i : ℂ) / 2) • v}

/-- The product with `N + 1` factors acts as `2Jz - N` followed by the product with
`N` factors. -/
theorem weightProduct_succ_apply (Jz : End ℂ V) (N : ℕ) (w : V) :
    weightProduct Jz (N + 1) w =
      weightProduct Jz N ((2 : ℂ) • Jz w - (N : ℂ) • w) := by
  simp only [weightProduct, List.range_succ, List.map_append, List.map_cons, List.map_nil,
    List.prod_append, List.prod_singleton, End.mul_apply, LinearMap.sub_apply,
    LinearMap.smul_apply, End.one_apply]

/-- Under the ladder relations, moving `J+` through `n + 1` lowering operators gives
`J+ J-^(n+1) = J-^(n+1) J+ + (n+1) J-^n (2Jz - n)` on every vector. -/
theorem raise_through_lowering (h : Ladder Jz Jp Jm) (n : ℕ) (v : V) :
    Jp ((Jm ^ (n + 1)) v) = (Jm ^ (n + 1)) (Jp v) +
      ((n : ℂ) + 1) • (Jm ^ n) ((2 : ℂ) • Jz v - (n : ℂ) • v) := by
  have h1 : ∀ x, Jp (Jm x) = Jm (Jp x) + (2 : ℂ) • Jz x := fun x => by
    have e := LinearMap.congr_fun h.comm x
    simp only [LinearMap.sub_apply, End.mul_apply, LinearMap.smul_apply] at e
    rw [← e]
    abel
  have h2 : ∀ x, Jz (Jm x) = Jm (Jz x) - Jm x := fun x => by
    have e := LinearMap.congr_fun h.lower x
    simp only [LinearMap.sub_apply, End.mul_apply, LinearMap.neg_apply] at e
    rw [sub_eq_iff_eq_add.mp e]
    abel
  have hs : ∀ (k : ℕ) (x : V), (Jm ^ (k + 1)) x = (Jm ^ k) (Jm x) := fun k x => by
    rw [pow_succ, End.mul_apply]
  induction n generalizing v with
  | zero => simp [h1]
  | succ n ih =>
    -- split off the rightmost lowering operator and commute it to the left
    rw [hs (n + 1) v, ih (Jm v), h1, h2, hs (n + 1) (Jp v)]
    simp only [map_add, map_sub, map_smul, hs n, Nat.cast_add, Nat.cast_one]
    module

/-- Under the ladder relations, `2Jz - c` maps a vector annihilated by `J+` to another
such vector, for every complex number `c`. -/
theorem shift_preserves_kernel (h : Ladder Jz Jp Jm) {w : V} (hw : Jp w = 0) (c : ℂ) :
    Jp ((2 : ℂ) • Jz w - c • w) = 0 := by
  have e := LinearMap.congr_fun h.raise w
  simp only [LinearMap.sub_apply, End.mul_apply, hw, map_zero, zero_sub, neg_eq_zero] at e
  rw [map_sub, map_smul, map_smul, e, hw, smul_zero, smul_zero, sub_zero]

/-- Under the ladder relations, every vector `w` with `J+ w = 0` satisfies
`J+^N J-^N w = N! (2Jz)(2Jz - 1) ⋯ (2Jz - N + 1) w`. -/
theorem raise_pow_lower_pow (h : Ladder Jz Jp Jm) (N : ℕ) {w : V} (hw : Jp w = 0) :
    (Jp ^ N) ((Jm ^ N) w) = (N.factorial : ℂ) • weightProduct Jz N w := by
  induction N generalizing w with
  | zero => simp [weightProduct]
  | succ N ih =>
    -- the innermost raising operator leaves the factor `(N+1)(2Jz - N)` on `w`
    rw [pow_succ Jp, End.mul_apply, raise_through_lowering h, hw, map_zero, zero_add,
      map_smul, ih (shift_preserves_kernel h hw N), weightProduct_succ_apply, smul_smul,
      Nat.factorial_succ, Nat.cast_mul, Nat.cast_add, Nat.cast_one]

/-- On the span of highest-weight eigenvectors with eigenvalues `i/2`, `i < N`, the
operator `2Jz - N` is onto. -/
theorem shift_onto (Jz Jp : End ℂ V) (N : ℕ) {u : V} (hu : u ∈ highestWeightSpan Jz Jp N) :
    ∃ y ∈ highestWeightSpan Jz Jp N, (2 : ℂ) • Jz y - (N : ℂ) • y = u := by
  unfold highestWeightSpan at hu
  induction hu using Submodule.span_induction with
  | mem v hv =>
    obtain ⟨i, hi, hz⟩ := hv.2
    have hne : (i : ℂ) - N ≠ 0 := sub_ne_zero.mpr (by exact_mod_cast hi.ne)
    refine ⟨((i : ℂ) - N)⁻¹ • v, Submodule.smul_mem _ _ (Submodule.subset_span hv), ?_⟩
    rw [map_smul, hz]
    calc _ = (((i : ℂ) - N)⁻¹ * ((i : ℂ) - N)) • v := by module
      _ = v := by rw [inv_mul_cancel₀ hne, one_smul]
  | zero => exact ⟨0, Submodule.zero_mem _, by simp⟩
  | add a b _ _ ha hb =>
    obtain ⟨y, hy, rfl⟩ := ha
    obtain ⟨z, hz, rfl⟩ := hb
    exact ⟨y + z, Submodule.add_mem _ hy hz, by rw [map_add]; module⟩
  | smul c a _ ha =>
    obtain ⟨y, hy, rfl⟩ := ha
    exact ⟨c • y, Submodule.smul_mem _ _ hy, by rw [map_smul]; module⟩

/-- Under the ladder relations, a vector `w` with `J+ w = 0` satisfies `J+^N J-^N w = 0`
exactly when it is a combination of `Jz` eigenvectors annihilated by `J+` with
eigenvalues `i/2`, `i < N`. -/
theorem raise_lower_eq_zero_iff (h : Ladder Jz Jp Jm) (N : ℕ) {w : V} (hw : Jp w = 0) :
    (Jp ^ N) ((Jm ^ N) w) = 0 ↔ w ∈ highestWeightSpan Jz Jp N := by
  have hf : (N.factorial : ℂ) ≠ 0 := by exact_mod_cast N.factorial_ne_zero
  rw [raise_pow_lower_pow h N hw, smul_eq_zero, or_iff_right hf]
  constructor
  · intro hP
    clear hf
    induction N generalizing w with
    | zero =>
      have h0 : w = 0 := by simpa [weightProduct] using hP
      rw [h0]
      exact Submodule.zero_mem _
    | succ N ih =>
      rw [weightProduct_succ_apply] at hP
      obtain ⟨y, hy, hyw⟩ := shift_onto Jz Jp N (ih (shift_preserves_kernel h hw N) hP)
      have hyp : Jp y = 0 := by
        have hle : highestWeightSpan Jz Jp N ≤ LinearMap.ker Jp :=
          Submodule.span_le.mpr fun v hv => hv.1
        exact hle hy
      have hmono : highestWeightSpan Jz Jp N ≤ highestWeightSpan Jz Jp (N + 1) :=
        Submodule.span_mono fun v ⟨hv, i, hi, hz⟩ => ⟨hv, i, by omega, hz⟩
      -- the remainder `w - y` satisfies the eigenvalue equation with `N/2` (it may be zero)
      have hr : w - y ∈ highestWeightSpan Jz Jp (N + 1) := by
        refine Submodule.subset_span ⟨by rw [map_sub, hw, hyp, sub_zero], N, by omega, ?_⟩
        rw [map_sub]
        linear_combination (norm := module) (-(1 / 2 : ℂ)) • hyw
      have hsum := Submodule.add_mem _ hr (hmono hy)
      rwa [sub_add_cancel] at hsum
  · intro hmem
    have hle : highestWeightSpan Jz Jp N ≤ LinearMap.ker (weightProduct Jz N) := by
      refine Submodule.span_le.mpr ?_
      rintro v ⟨-, i, hi, hz⟩
      change weightProduct Jz N v = 0
      clear hf hmem
      induction N with
      | zero => omega
      | succ N ih =>
        have e : (2 : ℂ) • Jz v - (N : ℂ) • v = ((i : ℂ) - N) • v := by
          rw [hz]
          module
        rw [weightProduct_succ_apply, e, map_smul]
        -- either the new factor vanishes on `v`, or an earlier one does
        rcases Nat.lt_succ_iff_lt_or_eq.mp hi with hlt | heq
        · rw [ih hlt, smul_zero]
        · rw [heq, sub_self, zero_smul]
    exact hle hmem

/-- If the ladder relations hold and `J-^N = 0`, then `Jz` is diagonalizable on the kernel
of `J+`: the kernel is spanned by `Jz` eigenvectors with eigenvalues `i/2`, `i < N`. -/
theorem diagonalizable_on_kernel (h : Ladder Jz Jp Jm) (N : ℕ) (hN : Jm ^ N = 0) :
    LinearMap.ker Jp = highestWeightSpan Jz Jp N := by
  apply le_antisymm
  · intro w hw
    exact (raise_lower_eq_zero_iff h N (LinearMap.mem_ker.mp hw)).mp (by simp [hN])
  · exact Submodule.span_le.mpr fun v hv => hv.1

/-- `Jz` on the direct sum of a spin 1/2 and a spin 0. -/
def sumJz : End ℂ (Fin 3 → ℂ) := Matrix.toLin' !![1/2, 0, 0; 0, -1/2, 0; 0, 0, 0]

/-- `J+` on the direct sum of a spin 1/2 and a spin 0. -/
def sumJp : End ℂ (Fin 3 → ℂ) := Matrix.toLin' !![0, 1, 0; 0, 0, 0; 0, 0, 0]

/-- `J-` on the direct sum of a spin 1/2 and a spin 0. -/
def sumJm : End ℂ (Fin 3 → ℂ) := Matrix.toLin' !![0, 0, 0; 1, 0, 0; 0, 0, 0]

/-- The direct sum of a spin 1/2 and a spin 0 obeys the ladder relations with `J-^2 = 0`, and `J+`
annihilates the vector `(1, 0, 1)`, which is not an eigenvector of `Jz`. -/
theorem ladder_witness :
    Ladder sumJz sumJp sumJm ∧ sumJm ^ 2 = 0 ∧ sumJp ![1, 0, 1] = 0 ∧
      ∀ c : ℂ, sumJz ![1, 0, 1] ≠ c • ![1, 0, 1] := by
  refine ⟨⟨?_, ?_, ?_⟩, ?_, ?_, ?_⟩
  · refine LinearMap.ext fun v => funext fun i => ?_
    fin_cases i <;> simp [sumJz, sumJp, Matrix.mulVec, dotProduct, Fin.sum_univ_succ]
    ring
  · refine LinearMap.ext fun v => funext fun i => ?_
    fin_cases i <;> simp [sumJz, sumJm, dotProduct, Fin.sum_univ_succ]
    ring
  · refine LinearMap.ext fun v => funext fun i => ?_
    fin_cases i <;> simp [sumJz, sumJp, sumJm, dotProduct, Fin.sum_univ_succ]
    ring
  · refine LinearMap.ext fun v => funext fun i => ?_
    fin_cases i <;> simp [pow_two, sumJm, Matrix.mulVec, dotProduct, Fin.sum_univ_succ]
  · funext i
    fin_cases i <;> simp [sumJp, Matrix.mulVec, dotProduct, Fin.sum_univ_succ]
  · intro c hc
    -- the first and third components would require different eigenvalues
    have e0 : (1 / 2 : ℂ) = c := by
      simpa [sumJz, Matrix.mulVec, dotProduct, Fin.sum_univ_succ] using congrFun hc 0
    have e2 : (0 : ℂ) = c := by
      simpa [sumJz, Matrix.mulVec, dotProduct, Fin.sum_univ_succ] using congrFun hc 2
    exact absurd (e0.trans e2.symm) (by norm_num)

end

end HighestWeightWithoutEigenvalue
```

```lean
#print axioms HighestWeightWithoutEigenvalue.diagonalizable_on_kernel
```

```
'HighestWeightWithoutEigenvalue.diagonalizable_on_kernel' depends on axioms: [propext, Classical.choice, Quot.sound]
```

## What the theorems say about the operators

The space `V` is any complex vector space, of finite or infinite dimension. The operators $J_z,J_+,J_-$ are `Jz`, `Jp`, `Jm`, elements of `End ℂ V`, which are linear maps defined on all of `V`; their product `*` is composition. `Ladder Jz Jp Jm` is the statement that the three commutators hold. No inner product appears, so $J_-$ need not be the adjoint of $J_+$, and $J_z$ need not be Hermitian. With a Hermitian $J_z$ in finite dimension, diagonalizability would already follow from the spectral theorem, and the added information would be the list of possible eigenvalues.

`weightProduct Jz N` is $P_N$, and `highestWeightSpan Jz Jp N` is $S_N$. The index $i$ is twice the textbook $j$ of the multiplet whose top state is meant.

- `raise_pow_lower_pow` is the product formula, for every $N$ and every $w$ with $J_+w=0$.
- `raise_lower_eq_zero_iff` is the equivalence between $J_+^NJ_-^Nw=0$ and $w\in S_N$, again for $J_+w=0$.
- `diagonalizable_on_kernel` assumes `Jm ^ N = 0` and concludes that `LinearMap.ker Jp` equals $S_N$. Diagonalizability is expressed as this equality with a span of eigenvectors. It concerns $\ker J_+$, not all of `V`.
- `ladder_witness` shows that the three-dimensional example satisfies the relations and $J_-^2=0$, and that the unnormalised vector $(1,0,1)$ is annihilated by $J_+$ without being an eigenvector of $J_z$.

The condition $J_-^N=0$ is a hypothesis of the theorem. In finite dimension the commutators already imply it for some $N$, because $J_-$ lowers each generalized eigenvalue of $J_z$ by one and there are only finitely many of them. In infinite dimension they do not imply it. Physically, it says that no state can be lowered $N$ times, as in a system whose multiplets all have $2j<N$.

For finitely many spins the operators act on the whole state space, as the theorems require. For orbital angular momentum on wave functions, `V` can be a common domain that all three operators map into itself. The product formula and the equivalence then apply, but `diagonalizable_on_kernel` also needs a bound on $l$ in that domain, because $J_-^N=0$ fails for every $N$ when $l$ is unbounded.

## How Lean carries out the induction

`raise_through_lowering` proves the first identity, applied to a vector. Its local facts `h1` and `h2` are the commutators rewritten as $J_+J_-x=J_-J_+x+2J_zx$ and $J_zJ_-x=J_-J_zx-J_-x$, while `hs` splits off the rightmost lowering operator. The induction is made for all vectors at once, because its hypothesis is applied to $J_-v$ rather than to $v$. The tactic `module` then collects the coefficients, which is the evaluation of the bracket above.

`shift_preserves_kernel` says that $2J_z-c$ keeps a vector in $\ker J_+$, for any complex $c$. `weightProduct_succ_apply` peels the factor $2J_z-N$ off $P_{N+1}$ so that it acts on $w$ first. With these two lemmas, `raise_pow_lower_pow` is the second induction, again for a general $w$, since the hypothesis is used on $w'$.

`shift_onto` supplies the vector $y$. It uses `Submodule.span_induction`: for a spanning vector it divides by $i-N$, and it then extends the result to zero, sums and scalar multiples.

In `raise_lower_eq_zero_iff`, the product formula and $N!\neq0$ first reduce the claim to $P_Nw=0\iff w\in S_N$. The forward direction obtains $y$ from `shift_onto`. The fact `hr` places $w-y$ in $S_{N+1}$, where `linear_combination` derives the eigenvalue equation from half of the relation $(2J_z-N)y=(2J_z-N)w$. Adding $y$ back recovers $w$. The reverse direction checks the spanning vectors by induction on the number of factors: either the new factor vanishes on $v$, or an earlier one does.

`diagonalizable_on_kernel` proves two inclusions. One applies the equivalence with $J_-^N=0$; the other holds because every spanning vector of $S_N$ is annihilated by $J_+$. Finally, `ladder_witness` checks the matrices component by component. An eigenvalue for $(1,0,1)$ would have to be $\tfrac12$ by the first component and $0$ by the third.
